# The intensity of a reflection first fed by the m-th power of the coupling matrix starts as t^(2m) in a thin crystal

## Three beams and one forbidden reflection

An electron wave enters a thin crystal in beam 0. The structure factor that would scatter it directly into beam 2 is zero, so single scattering leaves that reflection dark. Suppose, however, that beam 0 couples to beam 1 with strength u, and beam 1 couples to beam 2 with strength v. Electrons can then reach beam 2 in two steps, and the question is how its intensity grows with the crystal thickness t.

For fast electrons scattered forward, the beam amplitudes ψ obey

dψ/dt = iAψ, so ψ(t) = exp(itA) ψ(0),

where A is the coupling matrix: the couplings between beams stand off its diagonal, and the terms from the excitation errors stand on it. Let both diffracted beams be exactly at the Bragg condition, so that the diagonal of A is zero, and let u and v not both vanish. With u* and v* the complex conjugates, the rows of A are (0, u*, 0), (u, 0, v*) and (0, v, 0). Multiplying out gives (A²)_20 = vu and A³ = Ω²A, where Ω² = |u|² + |v|². Odd powers of A therefore have no entry from 0 to 2, and for k ≥ 1

(A^(2k))_20 = Ω^(2k−2) vu.

The exponential series sums to

exp(itA)_20 = vu (cos Ωt − 1)/Ω²,

and the intensity in beam 2 is

I(t) = 4|v|²|u|² sin⁴(Ωt/2)/Ω⁴.

For small t this behaves as |v|²|u|² t⁴/4. A directly coupled reflection would start as t². The closed form in t is an illustration and is not proved in Lean below; the behaviour as t → 0+ is, for any finite number of beams.

## The onset law for any finite set of beams

Let A be a complex square matrix indexed by finitely many beams, let o be the incident beam and g a different one, and suppose that (A^k)_go = 0 for 1 ≤ k < m. Then, as t → 0+,

|exp(itA)_go|² / t^(2m) → |(A^m)_go|² / (m!)².

The derivation starts from the exponential series, read in the entry go:

exp(itA)_go = Σ_{k≥0} (it)^k/k! · (A^k)_go.

The term k = 0 vanishes because A⁰ is the identity and g ≠ o. The terms with 1 ≤ k < m vanish by hypothesis. Dividing the rest by t^m, for t > 0, and writing k = j + m gives

exp(itA)_go / t^m = Σ_{j≥0} c_j t^j, with c_j = i^(j+m)/(j+m)! · (A^(j+m))_go.

The series converges absolutely at t = 1, so Σ|c_j| is finite. For 0 < t < 1 we have |c_j t^j| ≤ |c_j|, and this bound, which does not depend on t, allows the limit to be taken term by term. Only j = 0 survives:

exp(itA)_go / t^m → c_0 = i^m (A^m)_go / m!.

Since |i^m| = 1, taking squared moduli gives the claim.

If (A^m)_go is not zero, the intensity starts exactly as t^(2m). If it is zero, the limit is zero: the intensity vanishes faster than t^(2m) as t → 0+, and it may even be zero at every thickness. For m = 1 the law gives |A_go|² t², the thin-crystal limit of the kinematic intensity.

A "step" here means one factor of A. The diagonal of A holds the excitation errors, so a factor that leaves the wave in its beam also counts as a step. Moreover, (A^k)_go is a coherent sum over all paths of k steps, and it can vanish because paths cancel as well as because none exist.

In a Bloch-wave calculation with a finite beam set, the law gives the slope 2m of log intensity against log thickness in the thin limit when (A^m)_go ≠ 0. For m = 2, leaving an intermediate beam out of the set removes its term from the coefficient.

## Beams, scattering matrix and intensity in Lean

```lean
import Mathlib

open Filter Topology

namespace ForbiddenReflection

noncomputable section

variable {n : Type*} [Fintype n] [DecidableEq n]
```

The type `n` is the set of beams, finite and of any size.

```lean
/-- The scattering matrix `exp(itA)` of a crystal of thickness `t` whose beams are coupled
by the matrix `A`. -/
def scatteringMatrix (A : Matrix n n ℂ) (t : ℝ) : Matrix n n ℂ :=
  NormedSpace.exp ((Complex.I * (t : ℂ)) • A)
```

The definition fixes the sign convention exp(+itA) and absorbs all prefactors into `A`, whose entries are inverse lengths. No hermiticity is required, so a matrix describing absorption is allowed. The physical input is the equation dψ/dt = iAψ itself: its derivation from the wave equation of the electron, by neglecting backscattering and keeping finitely many beams, is taken for granted when `scatteringMatrix` is read as the response of a real crystal.

```lean
/-- The intensity in beam `g` at thickness `t`, for a wave of unit amplitude entering
in beam `o`. -/
def intensity (A : Matrix n n ℂ) (g o : n) (t : ℝ) : ℝ :=
  ‖scatteringMatrix A t g o‖ ^ 2
```

The row index `g` is the outgoing beam and the column index `o` the incident one. The incident amplitude is one, so `intensity` is the ratio of the intensity in beam `g` to the incident intensity. For a Hermitian `A` it is at most one.

## The amplitude as a sum over scattering steps

```lean
/-- The amplitude scattered from beam `o` into beam `g` is the sum over the number `k` of
scattering steps of `(it)^k / k!` times the `k`-step coupling `(A^k)_{go}`. -/
theorem hasSum_multiple_scattering (A : Matrix n n ℂ) (t : ℝ) (g o : n) :
    HasSum (fun k : ℕ => (Complex.I * (t : ℂ)) ^ k / (k.factorial : ℂ) * (A ^ k) g o)
      (scatteringMatrix A t g o) := by
  have h : HasSum (fun k : ℕ => ((k.factorial : ℂ)⁻¹) • ((Complex.I * (t : ℂ)) • A) ^ k)
      (NormedSpace.exp ((Complex.I * (t : ℂ)) • A)) := by
    let : NormedRing (Matrix n n ℂ) := Matrix.linftyOpNormedRing
    let : NormedAlgebra ℂ (Matrix n n ℂ) := Matrix.linftyOpNormedAlgebra
    exact NormedSpace.exp_series_hasSum_exp' (𝕂 := ℂ) _
  -- read off one matrix entry of the exponential series
  let e : Matrix n n ℂ →+ ℂ :=
    { toFun := fun M => M g o, map_zero' := rfl, map_add' := fun _ _ => rfl }
  have he : Continuous e := continuous_id.matrix_elem g o
  have h2 := h.map e he
  have hf : (fun k : ℕ => (Complex.I * (t : ℂ)) ^ k / (k.factorial : ℂ) * (A ^ k) g o)
      = e ∘ fun k : ℕ => ((k.factorial : ℂ)⁻¹) • ((Complex.I * (t : ℂ)) • A) ^ k := by
    funext k
    change _ = (((k.factorial : ℂ)⁻¹) • ((Complex.I * (t : ℂ)) • A) ^ k) g o
    rw [smul_pow, Matrix.smul_apply, Matrix.smul_apply, smul_eq_mul, smul_eq_mul]
    ring
  rw [hf]
  exact h2
```

`HasSum` says that the series converges and that its sum is the stated matrix entry. The proof takes the exponential series for matrices, for which a norm is chosen locally, and applies the map `e` that reads off the entry `g o`. This map is additive and continuous, so it carries a convergent series of matrices to a convergent series of numbers. The remaining lines identify the entry of (itA)^k/k! with the term in the statement.

## Dividing out the leading power of the thickness

```lean
/-- If all couplings from `o` to a different beam `g` in fewer than `m` steps vanish, the
amplitude in `g` divided by `t^m` tends to `i^m (A^m)_{go} / m!` as the thickness tends to
zero. -/
theorem amplitude_onset (A : Matrix n n ℂ) {g o : n} (hgo : g ≠ o) (m : ℕ)
    (hA : ∀ k, 1 ≤ k → k < m → (A ^ k) g o = 0) :
    Tendsto (fun t : ℝ => scatteringMatrix A t g o / (t : ℂ) ^ m) (𝓝[>] 0)
      (𝓝 (Complex.I ^ m / (m.factorial : ℂ) * (A ^ m) g o)) := by
  have hzero : ∀ k, k < m → (A ^ k) g o = 0 := by
    intro k hk
    rcases Nat.eq_zero_or_pos k with rfl | hpos
    · rw [pow_zero, Matrix.one_apply_ne hgo]
    · exact hA k hpos hk
  let c : ℕ → ℂ := fun j =>
    Complex.I ^ (j + m) / ((j + m).factorial : ℂ) * (A ^ (j + m)) g o
  have hc : Summable c := by
    have h := (summable_nat_add_iff m).2 (hasSum_multiple_scattering A 1 g o).summable
    simp only [Complex.ofReal_one, mul_one] at h
    exact h
  -- the series starts at order m, so t^m can be divided out
  have hser : ∀ t : ℝ, t ≠ 0 →
      HasSum (fun j => c j * (t : ℂ) ^ j) (scatteringMatrix A t g o / (t : ℂ) ^ m) := by
    intro t ht
    have hs : ∑ k ∈ Finset.range m,
        (Complex.I * (t : ℂ)) ^ k / (k.factorial : ℂ) * (A ^ k) g o = 0 :=
      Finset.sum_eq_zero fun k hk => by rw [hzero k (Finset.mem_range.1 hk), mul_zero]
    have h1 := (hasSum_nat_add_iff' m).2 (hasSum_multiple_scattering A t g o)
    rw [hs, sub_zero] at h1
    have h2 := h1.div_const ((t : ℂ) ^ m)
    have htm : (t : ℂ) ^ m ≠ 0 := pow_ne_zero _ (Complex.ofReal_ne_zero.2 ht)
    have hf : (fun j => c j * (t : ℂ) ^ j) = fun j : ℕ =>
        (Complex.I * (t : ℂ)) ^ (j + m) / ((j + m).factorial : ℂ) * (A ^ (j + m)) g o
          / (t : ℂ) ^ m := by
      funext j

      rw [eq_div_iff htm]
      simp only [c]
      ring
    rw [hf]
    exact h2
  -- for thickness below one each term is bounded in norm by the same term at thickness one
  have hlim : Tendsto (fun t : ℝ => ∑' j, c j * (t : ℂ) ^ j) (𝓝[>] 0)
      (𝓝 (∑' j, c j * ((0 : ℝ) : ℂ) ^ j)) := by
    refine tendsto_tsum_of_dominated_convergence hc.norm (fun j => ?_) ?_
    · have hcont : Continuous fun t : ℝ => c j * (t : ℂ) ^ j :=
        continuous_const.mul (Complex.continuous_ofReal.pow j)
      exact (hcont.tendsto 0).mono_left nhdsWithin_le_nhds
    · filter_upwards [Ioo_mem_nhdsGT (zero_lt_one' ℝ)] with t ht j
      rw [norm_mul, norm_pow, Complex.norm_real, Real.norm_of_nonneg ht.1.le]
      exact mul_le_of_le_one_right (norm_nonneg _) (pow_le_one₀ ht.1.le ht.2.le)
  have hval : ∑' j, c j * ((0 : ℝ) : ℂ) ^ j
      = Complex.I ^ m / (m.factorial : ℂ) * (A ^ m) g o := by
    rw [tsum_eq_single 0 (fun j hj => by simp [hj])]
    simp [c]
  rw [hval] at hlim
  refine hlim.congr' ?_
  filter_upwards [self_mem_nhdsWithin] with t ht
  exact (hser t (Set.mem_Ioi.1 ht).ne').tsum_eq
```

The hypothesis `hA` is the vanishing of the couplings in 1 to m − 1 steps, and `𝓝[>] 0` expresses that t approaches zero through positive values. The case m = 0 is included: `hA` is then empty, and the statement says that the amplitude in `g` tends to zero.

The proof has the same stages as the derivation above. `hzero` adds the case k = 0 to the hypothesis. `hc` obtains the summability of the coefficients `c` from the series at thickness one. `hser` drops the first m terms, which sum to zero, and divides the rest by t^m. `hlim` is the term-by-term limit, by dominated convergence with the bound |c_j| on the interval from 0 to 1. `hval` evaluates the limiting series, where only the term j = 0 remains.

## From amplitude to intensity

```lean
/-- Thickness onset of an `m`-step reflection: if all couplings from `o` to a different beam
`g` in fewer than `m` steps vanish, the intensity in `g` divided by `t^(2m)` tends to
`|(A^m)_{go}|² / (m!)²` as the thickness tends to zero. -/
theorem intensity_onset (A : Matrix n n ℂ) {g o : n} (hgo : g ≠ o) (m : ℕ)
    (hA : ∀ k, 1 ≤ k → k < m → (A ^ k) g o = 0) :
    Tendsto (fun t : ℝ => intensity A g o t / t ^ (2 * m)) (𝓝[>] 0)
      (𝓝 (‖(A ^ m) g o‖ ^ 2 / (m.factorial : ℝ) ^ 2)) := by
  have h := (amplitude_onset A hgo m hA).norm.pow 2
  have e : ‖Complex.I ^ m / (m.factorial : ℂ) * (A ^ m) g o‖ ^ 2
      = ‖(A ^ m) g o‖ ^ 2 / (m.factorial : ℝ) ^ 2 := by
    rw [norm_mul, norm_div, norm_pow, Complex.norm_I, one_pow, Complex.norm_natCast]
    ring
  rw [e] at h
  refine h.congr fun t => ?_
  have ht : (‖t‖ ^ m) ^ 2 = t ^ (2 * m) := by
    rw [Real.norm_eq_abs, ← pow_mul, mul_comm m 2, pow_mul, sq_abs, ← pow_mul]
  change ‖scatteringMatrix A t g o / (t : ℂ) ^ m‖ ^ 2
    = ‖scatteringMatrix A t g o‖ ^ 2 / t ^ (2 * m)
  rw [norm_div, norm_pow, Complex.norm_real, div_pow, ht]
```

This is the onset law. The norm and the square are continuous, so `.norm.pow 2` carries the amplitude limit over to the squared modulus. The equation `e` removes the phase i^m from the limit, and the final rewriting turns |t^m|² into t^(2m).

## When a reflection stays dark at every thickness

```lean
/-- A beam `g` different from the incident beam `o` is dark at every positive thickness
exactly when the coupling `(A^k)_{go}` vanishes for every number `k ≥ 1` of steps. -/
theorem dark_iff (A : Matrix n n ℂ) {g o : n} (hgo : g ≠ o) :
    (∀ t : ℝ, 0 < t → intensity A g o t = 0) ↔ ∀ k, 1 ≤ k → (A ^ k) g o = 0 := by
  constructor
  · intro h k
    induction k using Nat.strong_induction_on with
    | _ k ih =>
      intro _
      -- the first non-vanishing coupling would produce a visible onset
      have hlim := intensity_onset A hgo k (fun j h1 h2 => ih j h2 h1)
      have h0 : Tendsto (fun t : ℝ => intensity A g o t / t ^ (2 * k)) (𝓝[>] 0) (𝓝 0) := by
        refine tendsto_const_nhds.congr' ?_
        filter_upwards [self_mem_nhdsWithin] with t ht
        rw [h t ht, zero_div]
      have heq := tendsto_nhds_unique hlim h0
      by_contra hne
      have hpos : 0 < ‖(A ^ k) g o‖ ^ 2 / (k.factorial : ℝ) ^ 2 :=
        div_pos (pow_pos (norm_pos_iff.2 hne) 2)
          (pow_pos (Nat.cast_pos.2 k.factorial_pos) 2)
      linarith
  · intro h t _
    have hS : scatteringMatrix A t g o = 0 := by
      rw [← (hasSum_multiple_scattering A t g o).tsum_eq]
      refine (tsum_congr fun k => ?_).trans tsum_zero
      rcases Nat.eq_zero_or_pos k with rfl | hk
      · rw [pow_zero A, Matrix.one_apply_ne hgo, mul_zero]
      · rw [h k hk, mul_zero]
    rw [intensity, hS, norm_zero, zero_pow two_ne_zero]
```

A reflection is dark at all positive thicknesses exactly when its coupling vanishes at every order k ≥ 1. A zero structure factor is only the condition for k = 1.

From right to left, every term of the series is zero: the term k = 0 because g ≠ o, the others by assumption. From left to right, the proof is a strong induction on k. Suppose the couplings in fewer than k steps are already known to vanish. The onset law then says that the intensity divided by t^(2k) tends to |(A^k)_go|²/(k!)². For a dark beam the same quotient is zero for every t > 0, so its limit is also zero. Limits are unique, hence (A^k)_go = 0.

## Two steps through all intermediate beams

```lean
/-- If beam `g` differs from `o` and has no direct coupling to it, its intensity divided by
`t⁴` tends to a quarter of the squared modulus of the sum over all intermediate beams `h`
of `A_{gh} A_{ho}` as the thickness tends to zero. -/
theorem two_step_onset (A : Matrix n n ℂ) {g o : n} (hgo : g ≠ o) (h0 : A g o = 0) :
    Tendsto (fun t : ℝ => intensity A g o t / t ^ 4) (𝓝[>] 0)
      (𝓝 (‖∑ h, A g h * A h o‖ ^ 2 / 4)) := by
  have hlim := intensity_onset A hgo 2 (fun k h1 h2 => by
    obtain rfl : k = 1 := by omega
    rw [pow_one, h0])
  have e : (A ^ 2) g o = ∑ h, A g h * A h o := by rw [pow_two, Matrix.mul_apply]
  have e2 : ((Nat.factorial 2 : ℕ) : ℝ) ^ 2 = 4 := by norm_num [Nat.factorial]
  rw [e, e2] at hlim
  exact hlim
```

The hypothesis `h0` is the missing direct coupling, A_go = 0. Setting m = 2 in the onset law leaves k = 1 as the only condition to check, and `h0` supplies it. Matrix multiplication gives

(A²)_go = Σ_h A_gh A_ho,

and (2!)² = 4. The sum formally includes h = o and h = g, but both of those terms contain the factor A_go and vanish. What remains is the sum over true intermediate beams, added as amplitudes before the modulus is squared. Two routes with products of equal size and opposite sign therefore contribute nothing to the t⁴ coefficient.

## The three-beam crystal with excitation errors

```lean
/-- A three-beam crystal with excitation errors `s`, `s'`, coupling `u` from beam 0 to
beam 1, coupling `v` from beam 1 to beam 2, and no direct coupling between 0 and 2. -/
def threeBeam (s s' : ℝ) (u v : ℂ) : Matrix (Fin 3) (Fin 3) ℂ :=
  !![0, star u, 0; u, (s : ℂ), star v; 0, v, (s' : ℂ)]
```

This is the matrix of the opening example with real entries `s` and `s'` added on the diagonal. It is Hermitian, since `star` is complex conjugation. The letters stand for the diagonal entries themselves, which are 2π times the excitation errors in the common convention where the amplitude equation contains 2πis.

```lean
/-- In the three-beam crystal the intensity in beam 2, for incidence in beam 0, divided by
`t⁴` tends to `|v|² |u|² / 4` as the thickness tends to zero, for all excitation errors. -/
theorem threeBeam_onset (s s' : ℝ) (u v : ℂ) :
    Tendsto (fun t : ℝ => intensity (threeBeam s s' u v) 2 0 t / t ^ 4) (𝓝[>] 0)
      (𝓝 (‖v‖ ^ 2 * ‖u‖ ^ 2 / 4)) := by
  have hlim := two_step_onset (threeBeam s s' u v) (g := 2) (o := 0) (by decide)
    (by simp [threeBeam])
  have e : ∑ h, threeBeam s s' u v 2 h * threeBeam s s' u v h 0 = v * u := by
    simp [threeBeam, Fin.sum_univ_three]
  rw [e, norm_mul, mul_pow] at hlim
  exact hlim

end

end ForbiddenReflection
```

The only product in the intermediate sum that can be non-zero is A_21 A_10 = vu, which `simp` finds after the sum over `Fin 3` is written out. The excitation errors do not enter the limit: in the thin limit, tilting the crystal so that `s` and `s'` change while `u` and `v` stay fixed leaves the t⁴ coefficient at |v|²|u|²/4. This agrees with the small-t behaviour of the sine formula found at the Bragg condition.

```lean
#print axioms ForbiddenReflection.intensity_onset
-- 'ForbiddenReflection.intensity_onset' depends on axioms: [propext, Classical.choice, Quot.sound]
#print axioms ForbiddenReflection.dark_iff
-- 'ForbiddenReflection.dark_iff' depends on axioms: [propext, Classical.choice, Quot.sound]
#print axioms ForbiddenReflection.threeBeam_onset
-- 'ForbiddenReflection.threeBeam_onset' depends on axioms: [propext, Classical.choice, Quot.sound]
```
